# The lattice IMS formula and a lower bound on the ground-state energy

An electron hops on a finite lattice, and its Hamiltonian is a Hermitian matrix $H$ whose rows and columns are labelled by the sites. The Rayleigh-Ritz principle bounds the lowest eigenvalue $E_0(H)$ from above by the energy of any normalised trial state, but the principle itself supplies no bound from below. Suppose instead that the lattice is covered by regions, and that every normalised state confined to one region is known to have energy at least $e$. The ground state may spread over several regions and so lie below $e$. The question is how far below. For a tight-binding model of non-interacting electrons on finitely many orthonormal site orbitals, the answer bounds the lowest one-electron level from data on subregions plus a correction for cutting the bonds.

## The objects

```lean
import Mathlib

open Matrix
open scoped ComplexOrder

namespace LatticeIMS

noncomputable section

variable {n K : Type*} [Fintype n] [DecidableEq n] [Fintype K]
```

The type `n` is the finite set of sites, labelled $i, j$, and `K` is the finite set of regions, labelled $k$. A state is a function `n → ℂ`, a column of amplitudes $x_i$. Opening `ComplexOrder` gives $0 \le z$ a meaning for complex $z$: real and nonnegative.

```lean
/-- Multiplication by the real localisation function `c k` on the lattice sites. -/
def localiser (c : K → n → ℝ) (k : K) : Matrix n n ℂ :=
  diagonal fun i => (c k i : ℂ)
```

The argument `c : K → n → ℝ` is a family of real functions $c_k(i)$, written `c k i`. The localiser is the diagonal matrix $D_k = \mathrm{diag}(c_k)$, so $(D_k x)_i = c_k(i)\,x_i$. Region $k$ is the set of sites where $c_k \neq 0$. Nothing forces $c_k \ge 0$, and the sites carry no geometry.

```lean
/-- The localisation error `L i j = H i j * ∑ k, (c k i - c k j) ^ 2 / 2`. -/
def imsError (H : Matrix n n ℂ) (c : K → n → ℝ) : Matrix n n ℂ :=
  of fun i j => H i j * (((∑ k, (c k i - c k j) ^ 2) / 2 : ℝ) : ℂ)
```

This is the localisation error
$$L_{ij} = H_{ij}\,\tfrac12 \sum_k \big(c_k(i) - c_k(j)\big)^2 .$$
Each matrix element of $H$ is weighted by how much the functions change between its two sites.

```lean
/-- The energy `Re ⟨x, A x⟩` of an unnormalised state `x`. -/
def energy (A : Matrix n n ℂ) (x : n → ℂ) : ℝ := (star x ⬝ᵥ A *ᵥ x).re
```

Here `star x` conjugates the amplitudes, `*ᵥ` is matrix times vector and `⬝ᵥ` is the bilinear dot product, so `energy A x` is $\mathcal{E}_A(x) = \mathrm{Re} \sum_{ij} \bar x_i A_{ij} x_j = \mathrm{Re}\langle x, Ax\rangle$ for a matrix $A$. It is not divided by the norm.

```lean
/-- The squared norm `⟨x, x⟩` of a state, as a real number. -/
def sqNorm (x : n → ℂ) : ℝ := (star x ⬝ᵥ x).re
```

This is $\|x\|^2 = \sum_i |x_i|^2$. The inner product is the standard one, so a non-orthogonal basis with an overlap matrix is not described.

```lean
/-- The ground-state energy: the lowest eigenvalue of a Hermitian matrix. -/
def groundEnergy [Nonempty n] {A : Matrix n n ℂ} (hA : A.IsHermitian) : ℝ :=
  Finset.univ.inf' Finset.univ_nonempty hA.eigenvalues
```

The hypothesis `hA : A.IsHermitian` says $A^\dagger = A$, and `hA.eigenvalues` lists the real eigenvalues, one per element of `n`. Their minimum is $E_0(A)$, which needs at least one site, hence `[Nonempty n]`. The definition takes the proof `hA` as its argument, so $E_0$ can be written only for matrices known to be Hermitian.

```lean
omit [Fintype n] [Fintype K] in
/-- Each localiser is Hermitian. -/
theorem localiser_isHermitian (c : K → n → ℝ) (k : K) : (localiser c k).IsHermitian := by
  unfold localiser
  rw [Matrix.IsHermitian, diagonal_conjTranspose]
  congr 1
  ext i
  simp
```

$D_k^\dagger = D_k$, because a diagonal matrix with real entries equals its conjugate transpose.

```lean
omit [Fintype n] [DecidableEq n] in
/-- The localisation error of a Hermitian Hamiltonian is Hermitian. -/
theorem imsError_isHermitian {H : Matrix n n ℂ} (hH : H.IsHermitian) (c : K → n → ℝ) :
    (imsError H c).IsHermitian := by
  ext i j
  have hs : ∑ k, (c k j - c k i) ^ 2 = ∑ k, (c k i - c k j) ^ 2 :=
    Finset.sum_congr rfl fun k _ => by ring
  simp only [conjTranspose_apply, imsError, of_apply]
  rw [star_mul', hH.apply, hs, Complex.star_def, Complex.conj_ofReal]
```

If $H$ is Hermitian, so is $L$. The weight in $L_{ij}$ is real and symmetric under $i \leftrightarrow j$ (the step `hs`), so $\overline{L_{ji}} = \overline{H_{ji}} \times \text{weight} = L_{ij}$.

## The formula

```lean
/-- Lattice IMS formula: if the squares of the `c k` sum to one at every site, then `H` is the
localisation error plus the sum of the localised Hamiltonians. -/
theorem ims_formula (H : Matrix n n ℂ) (c : K → n → ℝ) (hc : ∀ i, ∑ k, c k i ^ 2 = 1) :
    H = imsError H c + ∑ k, localiser c k * H * localiser c k := by
  ext i j
  simp only [Matrix.add_apply, Matrix.sum_apply, imsError, localiser, mul_diagonal,
    diagonal_mul, of_apply]
  -- expand the squares and use the partition of unity at both sites
  have h1 : ∑ k, (c k i - c k j) ^ 2
      = ∑ k, c k i ^ 2 + ∑ k, c k j ^ 2 - 2 * ∑ k, c k i * c k j := by
    rw [Finset.mul_sum, ← Finset.sum_add_distrib, ← Finset.sum_sub_distrib]
    exact Finset.sum_congr rfl fun k _ => by ring
  have key : (∑ k, (c k i - c k j) ^ 2) / 2 + ∑ k, c k i * c k j = 1 := by
    rw [h1, hc i, hc j]
    ring
  have h2 : ∑ k, (c k i : ℂ) * H i j * (c k j : ℂ)
      = H i j * ((∑ k, c k i * c k j : ℝ) : ℂ) := by
    push_cast
    rw [Finset.mul_sum]
    exact Finset.sum_congr rfl fun k _ => by ring
  rw [h2, ← mul_add, ← Complex.ofReal_add, key]
  simp
```

The hypothesis `hc` is the quadratic partition of unity, $\sum_k c_k(i)^2 = 1$ at every site. For any complex matrix $H$, Hermitian or not, the conclusion is
$$H = L + \sum_k D_k H D_k .$$
By hand one compares entries. Since $(D_k H D_k)_{ij} = c_k(i) H_{ij} c_k(j)$, the right side has the entry
$$H_{ij}\Big[\tfrac12\sum_k \big(c_k(i)-c_k(j)\big)^2 + \sum_k c_k(i)c_k(j)\Big].$$
Expanding the square gives $\sum_k c_k(i)^2 + \sum_k c_k(j)^2 - 2\sum_k c_k(i)c_k(j) = 2 - 2\sum_k c_k(i)c_k(j)$, so the bracket equals $1$. In Lean, `ext i j` passes to entries, `h1` is the expansion, `key` is the value of the bracket, and `h2` pulls $H_{ij}$ out of the sum.

```lean
/-- The localisation error is half the sum of the double commutators `[c k, [c k, H]]`. -/
theorem imsError_eq_double_commutator (H : Matrix n n ℂ) (c : K → n → ℝ) :
    imsError H c = (1 / 2 : ℂ) • ∑ k,
      (localiser c k * (localiser c k * H - H * localiser c k)
        - (localiser c k * H - H * localiser c k) * localiser c k) := by
  ext i j
  simp only [Matrix.smul_apply, Matrix.sum_apply, Matrix.sub_apply, imsError, localiser,
    mul_diagonal, diagonal_mul, of_apply, smul_eq_mul]
  push_cast
  rw [Finset.sum_div, Finset.mul_sum, Finset.mul_sum]
  exact Finset.sum_congr rfl fun k _ => by ring
```

With $[A,B] = AB - BA$ written out in full, this reads $L = \tfrac12\sum_k [D_k,[D_k,H]]$, and `hc` is not needed. Each commutator with $D_k$ multiplies the entry $ij$ by $c_k(i) - c_k(j)$, so two of them give the square. In the continuum IMS formula the same half-sum of double commutators, with $-\nabla^2$ in place of $H$, gives the multiplication operator $-\sum_k|\nabla c_k|^2$. The statements here concern finite matrices only, where $L$ is a matrix of weighted hoppings with zero diagonal.

```lean
/-- IMS formula for expectation values: if the squares of the `c k` sum to one at every site,
the energy of `x` is the energy of the localisation
error in `x` plus the energies of the localised pieces `c k x`. -/
theorem ims_energy (H : Matrix n n ℂ) (c : K → n → ℝ) (hc : ∀ i, ∑ k, c k i ^ 2 = 1)
    (x : n → ℂ) :
    energy H x = energy (imsError H c) x + ∑ k, energy H (localiser c k *ᵥ x) := by
  classical
  have hadd : ∀ A B : Matrix n n ℂ, energy (A + B) x = energy A x + energy B x := by
    intro A B
    simp only [energy, add_mulVec, dotProduct_add, Complex.add_re]
  have hsum : ∀ (s : Finset K) (f : K → Matrix n n ℂ),
      energy (∑ k ∈ s, f k) x = ∑ k ∈ s, energy (f k) x := by
    intro s f
    induction s using Finset.induction_on with
    | empty => simp [energy]
    | insert a s ha ih => rw [Finset.sum_insert ha, Finset.sum_insert ha, hadd, ih]
  -- move the Hermitian localiser from the bra onto the operator
  have hsand : ∀ k, energy H (localiser c k *ᵥ x)
      = energy (localiser c k * H * localiser c k) x := by
    intro k
    unfold energy
    rw [star_mulVec, (localiser_isHermitian c k).eq, ← Matrix.dotProduct_mulVec]
    simp only [mulVec_mulVec, Matrix.mul_assoc]
  calc energy H x = energy (imsError H c + ∑ k, localiser c k * H * localiser c k) x :=
        congrArg (fun A => energy A x) (ims_formula H c hc)
    _ = _ := by
        rw [hadd, hsum]
        simp only [hsand]
```

Taking the expectation value in any state $x$,
$$\mathcal{E}_H(x) = \mathcal{E}_L(x) + \sum_k \mathcal{E}_H(D_k x).$$
Two facts are used. The map $A \mapsto \mathcal{E}_A(x)$ is additive, which is `hadd` for two terms and `hsum`, by induction, for a finite sum. And $\langle D_k x, H D_k x\rangle = \langle x, D_k H D_k x\rangle$ because $D_k^\dagger = D_k$, which is `hsand`. The `calc` block inserts the matrix formula and applies both.

```lean
/-- If the squares of the `c k` sum to one at every site, the squared norms of the localised
pieces `c k x` add up to the squared norm of `x`. -/
theorem sqNorm_partition (c : K → n → ℝ) (hc : ∀ i, ∑ k, c k i ^ 2 = 1) (x : n → ℂ) :
    ∑ k, sqNorm (localiser c k *ᵥ x) = sqNorm x := by
  -- the identity operator has no localisation error
  have h0 : imsError (1 : Matrix n n ℂ) c = 0 := by
    ext i j
    by_cases h : i = j
    · simp [imsError, h]
    · simp [imsError, one_apply_ne h]
  have h := ims_energy 1 c hc x
  rw [h0] at h
  simp only [energy, one_mulVec, zero_mulVec, dotProduct_zero, Complex.zero_re, zero_add] at h
  exact h.symm
```

This is $\sum_k \|D_k x\|^2 = \|x\|^2$. The proof sets $H$ equal to the identity matrix in the previous theorem. Its error vanishes (`h0`): on the diagonal the weight is zero, and off the diagonal the matrix element is zero. The energy of the identity is the squared norm.

## Rayleigh-Ritz

```lean
/-- Rayleigh-Ritz bound: the energy of any state is at least the ground-state energy times its
squared norm. -/
theorem rayleigh_ritz [Nonempty n] {A : Matrix n n ℂ} (hA : A.IsHermitian) (x : n → ℂ) :
    groundEnergy hA * sqNorm x ≤ energy A x := by
  have hE : ∀ i, groundEnergy hA ≤ hA.eigenvalues i :=
    fun i => Finset.inf'_le _ (Finset.mem_univ i)
  generalize groundEnergy hA = E at hE ⊢
  have hB : (A - E • (1 : Matrix n n ℂ)).IsHermitian :=
    hA.sub (by simp [Matrix.IsHermitian, conjTranspose_smul])
  -- the eigenvalues of `A - E` are those of `A` shifted by `E`
  have hpsd : (A - E • (1 : Matrix n n ℂ)).PosSemidef := by
    refine hB.posSemidef_iff_eigenvalues_nonneg.mpr fun j => ?_
    have h := hB.eigenvalues_mem_spectrum_real j
    have h' : hB.eigenvalues j + E ∈ spectrum ℝ A := by
      have e : algebraMap ℝ (Matrix n n ℂ) (hB.eigenvalues j + E) - A
          = algebraMap ℝ (Matrix n n ℂ) (hB.eigenvalues j) - (A - E • (1 : Matrix n n ℂ)) := by
        rw [map_add, Algebra.algebraMap_eq_smul_one (A := Matrix n n ℂ) E]
        abel
      rw [spectrum.mem_iff, e]
      exact spectrum.mem_iff.mp h
    rw [hA.spectrum_real_eq_range_eigenvalues] at h'
    obtain ⟨i, hi⟩ := h'
    have h3 := hE i
    show (0 : ℝ) ≤ hB.eigenvalues j
    linarith
  have hs : (E • (1 : Matrix n n ℂ)) *ᵥ x = E • x := by
    rw [Matrix.smul_mulVec, one_mulVec]
  have h := (Complex.le_def.mp (hpsd.dotProduct_mulVec_nonneg x)).1
  rw [sub_mulVec, dotProduct_sub, hs, dotProduct_smul, Complex.sub_re, Complex.smul_re,
    Complex.zero_re, smul_eq_mul] at h
  unfold energy sqNorm
  linarith
```

For Hermitian $A$ and every $x$, including $x = 0$, $E_0(A)\,\|x\|^2 \le \mathcal{E}_A(x)$. By hand, expand $x = \sum_j a_j v_j$ in orthonormal eigenvectors $v_j$ with eigenvalues $\lambda_j$ and coefficients $a_j$; then $\mathcal{E}_A(x) - E_0\|x\|^2 = \sum_j (\lambda_j - E_0)|a_j|^2 \ge 0$. The Lean proof keeps only the property `hE`, that a number $E$ lies below all $\lambda_j$, and forms $B = A - E\cdot 1$. If $\mu$ is an eigenvalue of $B$, then $\mu + E$ is in the spectrum of $A$ (`h'`), so $\mu + E = \lambda_i \ge E$ for some $i$ and $\mu \ge 0$. Hence $B$ is positive semidefinite (`hpsd`), which stands in for the eigenvector expansion, and the real part of $\langle x, Bx\rangle \ge 0$ is the claim.

```lean
/-- Some normalised state has energy equal to the ground-state energy. -/
theorem exists_ground_state [Nonempty n] {A : Matrix n n ℂ} (hA : A.IsHermitian) :
    ∃ x, sqNorm x = 1 ∧ energy A x = groundEnergy hA := by
  obtain ⟨j, -, hj⟩ := Finset.exists_mem_eq_inf' Finset.univ_nonempty hA.eigenvalues
  have h1 := orthonormal_iff_ite.mp hA.eigenvectorBasis.orthonormal j j
  rw [if_pos rfl, EuclideanSpace.inner_eq_star_dotProduct, dotProduct_comm] at h1
  have h2 : A *ᵥ (hA.eigenvectorBasis j).ofLp
      = hA.eigenvalues j • (hA.eigenvectorBasis j).ofLp := hA.mulVec_eigenvectorBasis j
  refine ⟨(hA.eigenvectorBasis j).ofLp, ?_, ?_⟩
  · rw [sqNorm, h1, Complex.one_re]
  · rw [energy, h2, dotProduct_smul, h1, groundEnergy, hj]
    simp
```

The bound is attained by a normalised state. Choose the index $j$ where the eigenvalue is least and take the eigenvector $v_j$ from Mathlib's orthonormal `eigenvectorBasis`. Then `h1` is $\langle v_j, v_j\rangle = 1$, `h2` is $A v_j = \lambda_j v_j$, and so $\mathcal{E}_A(v_j) = \lambda_j = E_0(A)$.

## The lower bound

```lean
/-- IMS lower bound: if `H` is Hermitian, the squares of the `c k` sum to one at every site,
and every localised state `c k x` has energy at least `e` times its squared
norm, then `E0(H) ≥ e + E0(L)` with `L` the localisation error. -/
theorem ims_ground_energy_bound [Nonempty n] {H : Matrix n n ℂ} (hH : H.IsHermitian)
    (c : K → n → ℝ) (hc : ∀ i, ∑ k, c k i ^ 2 = 1) (e : ℝ)
    (hloc : ∀ k x, e * sqNorm (localiser c k *ᵥ x) ≤ energy H (localiser c k *ᵥ x)) :
    e + groundEnergy (imsError_isHermitian hH c) ≤ groundEnergy hH := by
  -- evaluate the IMS formula in the ground state of `H`
  obtain ⟨x, hx, hE⟩ := exists_ground_state hH
  have h1 := rayleigh_ritz (imsError_isHermitian hH c) x
  have h2 : ∑ k, e * sqNorm (localiser c k *ᵥ x) ≤ ∑ k, energy H (localiser c k *ᵥ x) :=
    Finset.sum_le_sum fun k _ => hloc k x
  rw [← Finset.mul_sum, sqNorm_partition c hc, hx] at h2
  rw [hx] at h1
  have h3 := ims_energy H c hc x
  linarith
```

Let $H$ be Hermitian on at least one site, let `hc` hold, and let $e$ be a real number. The hypothesis `hloc` says $e\,\|D_k x\|^2 \le \mathcal{E}_H(D_k x)$ for every region $k$ and every state $x$, with the same $e$ for all regions. It is assumed, and has to be established separately for each model. The conclusion is
$$e + E_0(L) \le E_0(H).$$
By hand, let $x$ be a normalised ground state of $H$. Then
$$E_0(H) = \mathcal{E}_L(x) + \sum_k \mathcal{E}_H(D_k x) \ \ge\ E_0(L)\,\|x\|^2 + e\sum_k\|D_k x\|^2 = E_0(L) + e .$$
In Lean, `h3` is the equality, `h1` is Rayleigh-Ritz for $L$, `h2` is `hloc` summed over $k$ and simplified with `sqNorm_partition`, and `linarith` adds them. The theorem concerns the lowest level alone. It gives no estimate of $E_0(L)$ in terms of the smoothness of the $c_k$, and no count of higher levels.

The normalisation in `hc` matters even when every site is covered. Take two sites, labelled $0$ and $1$, with $H_{01} = H_{10} = -1$ and zero diagonal, so $E_0(H) = -1$. Take $c_0 = (\tfrac12, 0)$ and $c_1 = (0, \tfrac12)$, whose squares sum to $\tfrac14$ at each site. A localised state sits on one site and has zero energy, so `hloc` holds with $e = 0$. The error is $L_{01} = -\tfrac12(\tfrac14+\tfrac14) = -\tfrac14$, so $E_0(L) = -\tfrac14$, and the conclusion would read $-\tfrac14 \le -1$. With $1$ in place of $\tfrac12$, `hc` holds, $L = H$, and the bound is an equality.

## A three-site chain

```lean
/-- Open three-site chain with nearest-neighbour hopping `-1`. -/
def chain : Matrix (Fin 3) (Fin 3) ℂ := !![0, -1, 0; -1, 0, -1; 0, -1, 0]
```

The sites are $0, 1, 2$, with hopping $-1$ on the bonds $0$–$1$ and $1$–$2$ and no on-site energy.

```lean
/-- Two localisation functions on three sites that overlap on the middle site. -/
def chainPartition : Fin 2 → Fin 3 → ℝ := ![![1, 3 / 5, 0], ![0, 4 / 5, 1]]
```

The two functions are $c_0 = (1, \tfrac35, 0)$ and $c_1 = (0, \tfrac45, 1)$. They share the middle site, where $\tfrac{9}{25} + \tfrac{16}{25} = 1$.

```lean
/-- The three-site chain is Hermitian, the squares of the two functions sum to one, and localised
states obey the bound with `e = -1`, while the uniform state violates it. -/
theorem ims_witness :
    chain.IsHermitian ∧ (∀ i, ∑ k, chainPartition k i ^ 2 = 1) ∧
    (∀ k x, -1 * sqNorm (localiser chainPartition k *ᵥ x)
      ≤ energy chain (localiser chainPartition k *ᵥ x)) ∧
    energy chain ![1, 1, 1] < -1 * sqNorm ![1, 1, 1] := by
  have hE : ∀ y : Fin 3 → ℂ, chain *ᵥ y = ![-y 1, -y 0 - y 2, -y 1] := by
    intro y
    ext i
    fin_cases i <;> simp [chain, mulVec, dotProduct, Fin.sum_univ_three, sub_eq_add_neg]
  -- a state vanishing at one end lives on a single bond
  have hb : ∀ y : Fin 3 → ℂ, y 0 = 0 ∨ y 2 = 0 → -1 * sqNorm y ≤ energy chain y := by
    intro y hy
    simp only [energy, sqNorm, hE, dotProduct, Fin.sum_univ_three]
    rcases hy with h | h
    · simp [h]
      nlinarith [sq_nonneg ((y 1).re - (y 2).re), sq_nonneg ((y 1).im - (y 2).im)]
    · simp [h]
      nlinarith [sq_nonneg ((y 1).re - (y 0).re), sq_nonneg ((y 1).im - (y 0).im)]
  refine ⟨?_, ?_, ?_, ?_⟩
  · ext i j
    fin_cases i <;> fin_cases j <;> simp [chain, conjTranspose_apply]
  · intro i
    fin_cases i <;> simp [chainPartition, Fin.sum_univ_two]
    norm_num
  · intro k x
    apply hb
    fin_cases k
    · right
      simp [localiser, mulVec_diagonal, chainPartition]
    · left
      simp [localiser, mulVec_diagonal, chainPartition]
  · simp only [energy, sqNorm, hE, dotProduct, Fin.sum_univ_three]
    simp

end

end LatticeIMS
```

The first three parts are `hH`, `hc` and `hloc` for this chain with $e = -1$. The fourth says that the uniform state $(1,1,1)$ violates the same inequality: its energy is $-4$ and its squared norm $3$, so the normalised energy is $-\tfrac43 < -1$. The value $e = -1$ is therefore a local bound and not a global one.

For the local bound, $y = D_1 x$ has $y_0 = 0$, and then $\mathcal{E}_H(y) + \|y\|^2 = |y_1|^2 + |y_2|^2 - 2\,\mathrm{Re}(\bar y_1 y_2) = |y_1 - y_2|^2 \ge 0$. For $y = D_0 x$ one has $y_2 = 0$ and the sum is $|y_1 - y_0|^2$. The step `hb` treats both cases, handing `nlinarith` the squares of the real and imaginary parts of the difference.

On paper, $L_{01} = -\tfrac12(\tfrac{4}{25}+\tfrac{16}{25}) = -\tfrac25$ and $L_{12} = -\tfrac12(\tfrac{9}{25}+\tfrac{1}{25}) = -\tfrac15$, so $E_0(L) = -\sqrt{\tfrac{4}{25}+\tfrac{1}{25}} = -1/\sqrt5$. The bound $-1 - 1/\sqrt5 \approx -1.447$ compares with $E_0(H) = -\sqrt2 \approx -1.414$. These eigenvalues, like the two-site example and the comparison with the continuum, are pencil work that no theorem above states.

```lean
#print axioms LatticeIMS.imsError_eq_double_commutator
#print axioms LatticeIMS.ims_ground_energy_bound
```

```
'LatticeIMS.imsError_eq_double_commutator' depends on axioms: [propext, Classical.choice, Quot.sound]
'LatticeIMS.ims_ground_energy_bound' depends on axioms: [propext, Classical.choice, Quot.sound]
```
